# When a diagonal unitary makes a Hermitian 3 by 3 matrix real: the triangle flux criterion

## Question

To say that a Hamiltonian "can be made real" one must fix which changes of basis are allowed. I allow only a change of phase of each orbital, $H \mapsto UHU^\dagger$ with $U$ diagonal and unitary. The claim is that a Hermitian $3\times 3$ matrix can be made entrywise real in this way if and only if $\operatorname{Im}(H_{12}H_{23}H_{31}) = 0$, meaning that the triangle encloses flux $0$ or $\pi$ or has a broken bond. How is this stated and proved in Lean 4 with Mathlib, and does the same test work for more sites?

## Answer

### Modelling choices

The restriction to diagonal $U$ carries the content. With an arbitrary unitary the question is empty, since a Hermitian matrix is real in its eigenbasis. With an arbitrary diagonal matrix it is empty too, since $U = 0$ gives the zero matrix. The file therefore uses four definitions, for a finite set of sites `n` and a matrix `H : Matrix n n ℂ` with on-site energies on the diagonal and hopping amplitudes off it.

- `gauge u H` is $UHU^\dagger$ with $U = \operatorname{diag}(u)$, for any vector `u : n → ℂ`. Unitarity is not part of this definition.
- `IsRealMatrix M` says that every entry of $M$ has zero imaginary part.
- `GaugeReal H` says that there is a `u` with `Matrix.diagonal u ∈ Matrix.unitaryGroup n ℂ` and `IsRealMatrix (gauge u H)`.
- `triangle H i j k` is $T_{ijk} = H_{ij}H_{jk}H_{ki}$. The three indices need not be distinct.

Sites of `Fin 3` are numbered $0, 1, 2$, so the product in the question is `H 0 1 * H 1 2 * H 2 0`. Hermiticity is the hypothesis `hH : H.IsHermitian`. In the flux form the bonds are written $H_{01} = t_1 e^{i\varphi_1}$, $H_{12} = t_2 e^{i\varphi_2}$, $H_{20} = t_3 e^{i\varphi_3}$ with real $t_a$ and $\varphi_a$. This avoids taking the argument of a vanishing amplitude. The $t_a$ may be negative; flipping a sign shifts the phase sum by $\pi$, which does not affect a condition stated modulo $\pi$.

For a tight-binding or Hückel model with one orbital on each of three sites and no spin, the criterion decides whether complex hoppings can be removed by rephasing the orbitals, which leaves a real symmetric matrix. A phase of $\pi$ around the ring passes this test too: it is gauge invariant and remains as a negative product of the three real hoppings.

### Derivation by hand

**Phases.** $UU^\dagger = \operatorname{diag}(u_i\bar u_i)$, so $U$ is unitary exactly when $u_i \bar u_i = 1$ for all $i$. The entries transform as
$$H'_{ij} = (UHU^\dagger)_{ij} = u_i H_{ij} \bar u_j .$$

**Necessity.** Around a triangle each site contributes its phase once and the conjugate once:
$$H'_{ij}H'_{jk}H'_{ki} = H_{ij}H_{jk}H_{ki}\,(u_i\bar u_i)(u_j\bar u_j)(u_k\bar u_k) = T_{ijk}.$$
If $H'$ is real, the left side is a product of three real numbers, so $\operatorname{Im} T_{ijk} = 0$. Neither Hermiticity nor the number of sites enters.

**Sufficiency from a hub.** Let $H$ be Hermitian and pick a site $o$. Suppose that whenever $i \ne j$ are both different from $o$ and $H_{ij} \ne 0$, the product $T_{oij}$ is nonzero and real. Write $H_{oj} = r_j p_j$ with $r_j$ real and $p_j \bar p_j = 1$ for $j \neq o$ (for $H_{oj} = 0$ take $r_j = 0$, $p_j = 1$), and set $u_o = 1$, $u_j = p_j$. There are four kinds of entry.

1. Diagonal: $H'_{ii} = H_{ii}$, which is real because $H_{ii} = \overline{H_{ii}}$.
2. Row of the hub: $H'_{oj} = r_j p_j \bar p_j = r_j$.
3. Column of the hub: $H_{io} = \overline{H_{oi}} = r_i \bar p_i$, so $H'_{io} = p_i r_i \bar p_i = r_i$.
4. Away from the hub: if $H_{ij} = 0$ then $H'_{ij} = 0$. Otherwise
$$T_{oij} = H_{oi}H_{ij}H_{jo} = r_i p_i\, H_{ij}\, r_j \bar p_j = r_i r_j\, H'_{ij}.$$
Since $T_{oij} \neq 0$, $r_i r_j \ne 0$. Then $0 = \operatorname{Im}T_{oij} = r_i r_j \operatorname{Im}H'_{ij}$ gives $\operatorname{Im}H'_{ij} = 0$.

If $o$ is bonded to every other site, $T_{oij}$ is nonzero whenever $H_{ij}$ is, so reality of the triangles through $o$ is both necessary and sufficient.

**Three sites.** Assume $\operatorname{Im}T_{012} = 0$. If $H_{12} = 0$, then $H_{21} = 0$ as well, and with hub $0$ there is no nonzero bond away from the hub, so the condition holds vacuously. A broken bond $H_{20}$ calls for hub $1$, and a broken bond $H_{01}$ for hub $2$. If no bond is broken, take hub $0$. The product $T_{012}$ is nonzero and real, and the opposite orientation gives
$$T_{021} = H_{02}H_{21}H_{10} = \overline{H_{20}}\;\overline{H_{12}}\;\overline{H_{01}} = \overline{T_{012}},$$
which is also nonzero and real.

**Flux form.** $T_{012} = t_1t_2t_3\, e^{i(\varphi_1+\varphi_2+\varphi_3)}$, so $\operatorname{Im}T_{012} = t_1t_2t_3 \sin(\varphi_1+\varphi_2+\varphi_3)$. This vanishes exactly when some $t_a = 0$ or $\varphi_1+\varphi_2+\varphi_3 \in \pi\mathbb{Z}$.

**Four sites.** Take the ring $0$–$1$–$2$–$3$–$0$ with $H_{01} = H_{12} = H_{23} = 1$, $H_{30} = i$, the conjugate entries across the diagonal, and zeros elsewhere. Three distinct sites always include one of the unbonded pairs $\{0,2\}$, $\{1,3\}$, and a repeated index brings in a diagonal zero, so every triangle product is $0$. The product $H_{01}H_{12}H_{23}H_{30} = i$ around the square is gauge invariant by the same cancellation of phases, and four real numbers cannot multiply to $i$. The triangle test therefore fails for general $4\times4$ matrices.

### The file

```lean
import Mathlib

open scoped Matrix ComplexConjugate

namespace TriangleFlux

noncomputable section

variable {n : Type*} [Fintype n] [DecidableEq n]

/-- The map `H ↦ U H U†` with `U = diag(u)` for an arbitrary vector `u`; unitarity of `U` is not assumed here. -/
def gauge (u : n → ℂ) (H : Matrix n n ℂ) : Matrix n n ℂ :=
  Matrix.diagonal u * H * (Matrix.diagonal u)ᴴ

/-- All matrix elements are real. -/
def IsRealMatrix (M : Matrix n n ℂ) : Prop :=
  ∀ i j, (M i j).im = 0

/-- `H` becomes entrywise real after conjugation with some diagonal unitary matrix. -/
def GaugeReal (H : Matrix n n ℂ) : Prop :=
  ∃ u : n → ℂ, Matrix.diagonal u ∈ Matrix.unitaryGroup n ℂ ∧ IsRealMatrix (gauge u H)

/-- Product of the matrix elements around the triangle of sites `i`, `j`, `k`. -/
def triangle (H : Matrix n n ℂ) (i j k : n) : ℂ :=
  H i j * H j k * H k i

/-- A diagonal matrix is unitary exactly when each diagonal entry is a pure phase. -/
theorem diagonal_unitary_iff (u : n → ℂ) :
    Matrix.diagonal u ∈ Matrix.unitaryGroup n ℂ ↔ ∀ i, u i * conj (u i) = 1 := by
  rw [Matrix.mem_unitaryGroup_iff, Matrix.star_eq_conjTranspose, Matrix.diagonal_conjTranspose,
    Matrix.diagonal_mul_diagonal]
  constructor
  · intro h i
    have hi := congrFun (congrFun h i) i
    simpa using hi
  · intro h
    ext i j
    by_cases hij : i = j
    · subst hij
      simpa using h i
    · rw [Matrix.diagonal_apply_ne _ hij, Matrix.one_apply_ne hij]

/-- Under a gauge change the element `H i j` is multiplied by `u i` and by the conjugate
of `u j`. -/
theorem gauge_apply (u : n → ℂ) (H : Matrix n n ℂ) (i j : n) :
    gauge u H i j = u i * H i j * conj (u j) := by
  simp only [gauge, Matrix.diagonal_conjTranspose, Matrix.mul_diagonal, Matrix.diagonal_mul,
    Pi.star_apply, starRingEnd_apply]

/-- Every complex amplitude is a real number times a pure phase. -/
theorem exists_polar (z : ℂ) : ∃ (r : ℝ) (p : ℂ), p * conj p = 1 ∧ z = r * p := by
  by_cases hz : z = 0
  · exact ⟨0, 1, by simp, by simp [hz]⟩
  · have hn : ‖z‖ ≠ 0 := norm_ne_zero_iff.mpr hz
    have hc : ((‖z‖ : ℝ) : ℂ) ≠ 0 := Complex.ofReal_ne_zero.mpr hn
    have hp : ‖z / ((‖z‖ : ℝ) : ℂ)‖ = 1 := by
      rw [norm_div, Complex.norm_real, norm_norm, div_self hn]
    refine ⟨‖z‖, z / ((‖z‖ : ℝ) : ℂ), ?_, ?_⟩
    · rw [Complex.mul_conj, Complex.normSq_eq_norm_sq, hp]
      simp
    · field_simp

/-- The product around a triangle is unchanged by a diagonal unitary gauge change. -/
theorem triangle_gauge {u : n → ℂ} (hu : Matrix.diagonal u ∈ Matrix.unitaryGroup n ℂ)
    (H : Matrix n n ℂ) (i j k : n) :
    triangle (gauge u H) i j k = triangle H i j k := by
  have h := (diagonal_unitary_iff u).1 hu
  simp only [triangle, gauge_apply]
  -- each site contributes its phase once and the conjugate phase once
  calc u i * H i j * conj (u j) * (u j * H j k * conj (u k)) * (u k * H k i * conj (u i))
      = H i j * H j k * H k i
          * ((u i * conj (u i)) * (u j * conj (u j)) * (u k * conj (u k))) := by ring
    _ = H i j * H j k * H k i := by simp only [h, mul_one]

/-- For a Hermitian matrix, running around a triangle backwards conjugates the product. -/
theorem triangle_reverse {m : Type*} {H : Matrix m m ℂ} (hH : H.IsHermitian) (i j k : m) :
    triangle H i k j = conj (triangle H i j k) := by
  have a : conj (H i j) = H j i := hH.apply j i
  have b : conj (H j k) = H k j := hH.apply k j
  have c : conj (H k i) = H i k := hH.apply i k
  simp only [triangle, map_mul]
  rw [a, b, c]
  ring

/-- If a matrix of any size can be made real by a diagonal unitary, then the product around
every triangle is real. -/
theorem triangle_im_of_gaugeReal {H : Matrix n n ℂ} (h : GaugeReal H) (i j k : n) :
    (triangle H i j k).im = 0 := by
  obtain ⟨u, hu, hr⟩ := h
  have a : (gauge u H i j).im = 0 := hr i j
  have b : (gauge u H j k).im = 0 := hr j k
  have c : (gauge u H k i).im = 0 := hr k i
  rw [← triangle_gauge hu H i j k]
  simp [triangle, Complex.mul_im, Complex.mul_re, a, b, c]

/-- A Hermitian matrix can be made real by a diagonal unitary if every nonzero bond away from
a site `o` closes with `o` into a triangle whose product is nonzero and real. -/
theorem gaugeReal_of_hub {H : Matrix n n ℂ} (hH : H.IsHermitian) (o : n)
    (hub : ∀ i j, i ≠ o → j ≠ o → i ≠ j → H i j ≠ 0 →
      triangle H o i j ≠ 0 ∧ (triangle H o i j).im = 0) :
    GaugeReal H := by
  have herm : ∀ i j, H j i = conj (H i j) := fun i j => (hH.apply j i).symm
  -- site `j` gets the phase of the bond `H o j`, the hub keeps phase one
  have key : ∀ j, ∃ (r : ℝ) (p : ℂ),
      p * conj p = 1 ∧ (j = o → p = 1) ∧ (j ≠ o → H o j = r * p) := by
    intro j
    by_cases hj : j = o
    · exact ⟨0, 1, by simp, fun _ => rfl, fun h => (h hj).elim⟩
    · obtain ⟨r, p, hp, hz⟩ := exists_polar (H o j)
      exact ⟨r, p, hp, fun h => (hj h).elim, fun _ => hz⟩
  choose r u hu ho hr using key
  refine ⟨u, (diagonal_unitary_iff u).2 hu, ?_⟩
  intro i j
  rw [gauge_apply]
  by_cases hij : i = j
  · -- on-site energies are real and unchanged
    subst hij
    have E : u i * H i i * conj (u i) = H i i := by linear_combination H i i * hu i
    rw [E]
    exact Complex.conj_eq_iff_im.mp (herm i i).symm
  by_cases hi : i = o
  · have hj : j ≠ o := fun h => hij (hi.trans h.symm)
    have h1 : u i = 1 := ho i hi
    have h2 : H i j = r j * u j := by
      rw [hi]
      exact hr j hj
    have E : u i * H i j * conj (u j) = (r j : ℂ) := by
      rw [h1, h2]
      linear_combination (r j : ℂ) * hu j
    rw [E]
    exact Complex.ofReal_im _
  by_cases hj : j = o
  · have h1 : u j = 1 := ho j hj
    have h2 : H i j = r i * conj (u i) := by
      rw [herm j i, hj, hr i hi, map_mul, Complex.conj_ofReal]
    have E : u i * H i j * conj (u j) = (r i : ℂ) := by
      rw [h1, h2, map_one]
      linear_combination (r i : ℂ) * hu i
    rw [E]
    exact Complex.ofReal_im _
  by_cases h0 : H i j = 0
  · simp [h0]
  -- a bond away from the hub now carries the whole phase of its triangle
  obtain ⟨hne, him⟩ := hub i j hi hj hij h0
  have T : triangle H o i j = ((r i * r j : ℝ) : ℂ) * (u i * H i j * conj (u j)) := by
    unfold triangle
    rw [herm o j, hr i hi, hr j hj, map_mul, Complex.conj_ofReal]
    push_cast
    ring
  rw [T] at hne him
  have hrr : r i * r j ≠ 0 := by
    intro h
    apply hne
    rw [h]
    simp
  rw [Complex.mul_im, Complex.ofReal_re, Complex.ofReal_im, zero_mul, add_zero] at him
  exact (mul_eq_zero.mp him).resolve_left hrr

/-- If a site `o` is bonded to all other sites, a Hermitian matrix can be made real by a
diagonal unitary exactly when the products around all triangles through `o` are real. -/
theorem gaugeReal_iff_of_connected_site {H : Matrix n n ℂ} (hH : H.IsHermitian) (o : n)
    (hc : ∀ j, j ≠ o → H o j ≠ 0) :
    GaugeReal H ↔ ∀ i j, (triangle H o i j).im = 0 := by
  refine ⟨fun h i j => triangle_im_of_gaugeReal h o i j, fun h => ?_⟩
  refine gaugeReal_of_hub hH o ?_
  intro i j hi hj _ hne
  have a : H j o = conj (H o j) := (hH.apply j o).symm
  have hjo : H j o ≠ 0 := by
    rw [a]
    simpa using hc j hj
  exact ⟨mul_ne_zero (mul_ne_zero (hc i hi) hne) hjo, h i j⟩

/-- A Hermitian 3 by 3 matrix can be made entrywise real by a diagonal unitary exactly when
the product of its three bonds around the triangle has zero imaginary part. -/
theorem gaugeReal_fin_three_iff {H : Matrix (Fin 3) (Fin 3) ℂ} (hH : H.IsHermitian) :
    GaugeReal H ↔ (H 0 1 * H 1 2 * H 2 0).im = 0 := by
  refine ⟨fun h => triangle_im_of_gaugeReal h 0 1 2, fun h => ?_⟩
  have herm : ∀ i j, H j i = conj (H i j) := fun i j => (hH.apply j i).symm
  have f0 : ∀ i j : Fin 3, i ≠ 0 → j ≠ 0 → i ≠ j → (i = 1 ∧ j = 2) ∨ (i = 2 ∧ j = 1) := by
    decide
  have f1 : ∀ i j : Fin 3, i ≠ 1 → j ≠ 1 → i ≠ j → (i = 2 ∧ j = 0) ∨ (i = 0 ∧ j = 2) := by
    decide
  have f2 : ∀ i j : Fin 3, i ≠ 2 → j ≠ 2 → i ≠ j → (i = 0 ∧ j = 1) ∨ (i = 1 ∧ j = 0) := by
    decide
  -- with a broken bond, the opposite site serves as hub
  by_cases h12 : H 1 2 = 0
  · refine gaugeReal_of_hub hH 0 ?_
    intro i j hi hj hij hne
    rcases f0 i j hi hj hij with ⟨rfl, rfl⟩ | ⟨rfl, rfl⟩
    · exact (hne h12).elim
    · exact (hne (by rw [herm 1 2, h12, map_zero])).elim
  by_cases h20 : H 2 0 = 0
  · refine gaugeReal_of_hub hH 1 ?_
    intro i j hi hj hij hne
    rcases f1 i j hi hj hij with ⟨rfl, rfl⟩ | ⟨rfl, rfl⟩
    · exact (hne h20).elim
    · exact (hne (by rw [herm 2 0, h20, map_zero])).elim
  by_cases h01 : H 0 1 = 0
  · refine gaugeReal_of_hub hH 2 ?_
    intro i j hi hj hij hne
    rcases f2 i j hi hj hij with ⟨rfl, rfl⟩ | ⟨rfl, rfl⟩
    · exact (hne h01).elim
    · exact (hne (by rw [herm 0 1, h01, map_zero])).elim
  -- no broken bond: the triangle product is nonzero and real in both orientations
  have him : (triangle H 0 1 2).im = 0 := h
  have hne : triangle H 0 1 2 ≠ 0 := mul_ne_zero (mul_ne_zero h01 h12) h20
  refine gaugeReal_of_hub hH 0 ?_
  intro i j hi hj hij _
  rcases f0 i j hi hj hij with ⟨rfl, rfl⟩ | ⟨rfl, rfl⟩
  · exact ⟨hne, him⟩
  · rw [triangle_reverse hH 0 1 2]
    exact ⟨by simpa using hne, by simpa using him⟩

/-- With bonds written as real amplitudes times phases, a Hermitian 3 by 3 matrix can be made
real by a diagonal unitary exactly when a bond is broken or the summed phase is an integer
multiple of `π`. -/
theorem gaugeReal_iff_flux {H : Matrix (Fin 3) (Fin 3) ℂ} (hH : H.IsHermitian)
    (t₁ t₂ t₃ φ₁ φ₂ φ₃ : ℝ)
    (h₁ : H 0 1 = t₁ * Complex.exp (φ₁ * Complex.I))
    (h₂ : H 1 2 = t₂ * Complex.exp (φ₂ * Complex.I))
    (h₃ : H 2 0 = t₃ * Complex.exp (φ₃ * Complex.I)) :
    GaugeReal H ↔ t₁ = 0 ∨ t₂ = 0 ∨ t₃ = 0 ∨ ∃ k : ℤ, (k : ℝ) * Real.pi = φ₁ + φ₂ + φ₃ := by
  have P : H 0 1 * H 1 2 * H 2 0
      = ((t₁ * t₂ * t₃ : ℝ) : ℂ) * Complex.exp (((φ₁ + φ₂ + φ₃ : ℝ) : ℂ) * Complex.I) := by
    rw [h₁, h₂, h₃]
    push_cast
    rw [add_mul, add_mul, Complex.exp_add, Complex.exp_add]
    ring
  -- the imaginary part is `t₁ t₂ t₃ sin (φ₁ + φ₂ + φ₃)`
  rw [gaugeReal_fin_three_iff hH, P, Complex.mul_im, Complex.ofReal_re, Complex.ofReal_im,
    zero_mul, add_zero, Complex.exp_ofReal_mul_I_im, mul_eq_zero, mul_eq_zero, mul_eq_zero,
    Real.sin_eq_zero_iff]
  simp only [or_assoc]

/-- Four-site ring with three bonds equal to one and one imaginary bond. -/
def fluxRing : Matrix (Fin 4) (Fin 4) ℂ :=
  !![0, 1, 0, -Complex.I; 1, 0, 1, 0; 0, 1, 0, 1; Complex.I, 0, 1, 0]

/-- The four-site ring `fluxRing` is Hermitian and all its triangle products are real, yet no
diagonal unitary makes it real. -/
theorem fluxRing_not_gaugeReal :
    fluxRing.IsHermitian ∧ (∀ i j k, (triangle fluxRing i j k).im = 0) ∧
      ¬ GaugeReal fluxRing := by
  refine ⟨?_, ?_, ?_⟩
  · show fluxRingᴴ = fluxRing
    ext i j
    fin_cases i <;> fin_cases j <;> simp [fluxRing, Matrix.conjTranspose_apply]
  · intro i j k
    fin_cases i <;> fin_cases j <;> fin_cases k <;> simp [triangle, fluxRing]
  · rintro ⟨u, hu, hr⟩
    have h := (diagonal_unitary_iff u).1 hu
    have e01 : fluxRing 0 1 = 1 := by simp [fluxRing]
    have e12 : fluxRing 1 2 = 1 := by simp [fluxRing]
    have e23 : fluxRing 2 3 = 1 := by simp [fluxRing]
    have e30 : fluxRing 3 0 = Complex.I := by simp [fluxRing]
    -- the product around the square is gauge invariant and equals `i`
    have P : gauge u fluxRing 0 1 * gauge u fluxRing 1 2 * gauge u fluxRing 2 3
        * gauge u fluxRing 3 0 = Complex.I := by
      simp only [gauge_apply]
      rw [e01, e12, e23, e30]
      calc u 0 * 1 * conj (u 1) * (u 1 * 1 * conj (u 2)) * (u 2 * 1 * conj (u 3))
            * (u 3 * Complex.I * conj (u 0))
          = Complex.I * ((u 0 * conj (u 0)) * (u 1 * conj (u 1)) * (u 2 * conj (u 2))
              * (u 3 * conj (u 3))) := by ring
        _ = Complex.I := by simp only [h, mul_one]
    have a : (gauge u fluxRing 0 1).im = 0 := hr 0 1
    have b : (gauge u fluxRing 1 2).im = 0 := hr 1 2
    have c : (gauge u fluxRing 2 3).im = 0 := hr 2 3
    have d : (gauge u fluxRing 3 0).im = 0 := hr 3 0
    have hP := congrArg Complex.im P
    simp [Complex.mul_im, Complex.mul_re, a, b, c, d] at hP

end

end TriangleFlux
```

```lean
#print axioms TriangleFlux.gaugeReal_iff_of_connected_site
#print axioms TriangleFlux.gaugeReal_iff_flux
#print axioms TriangleFlux.fluxRing_not_gaugeReal
```

```
'TriangleFlux.gaugeReal_iff_of_connected_site' depends on axioms: [propext, Classical.choice, Quot.sound]
'TriangleFlux.gaugeReal_iff_flux' depends on axioms: [propext, Classical.choice, Quot.sound]
'TriangleFlux.fluxRing_not_gaugeReal' depends on axioms: [propext, Classical.choice, Quot.sound]
```

### Remarks

**The statements in words.** `gaugeReal_fin_three_iff` is the claim as asked: for Hermitian $3\times3$ `H`, `GaugeReal H ↔ (H 0 1 * H 1 2 * H 2 0).im = 0`. `gaugeReal_iff_flux` takes the three polar forms as hypotheses `h₁`, `h₂`, `h₃` and concludes that `GaugeReal H` holds exactly when one of `t₁`, `t₂`, `t₃` is zero or an integer $k$ has $k\pi = \varphi_1+\varphi_2+\varphi_3$. Even $k$ is flux $0$ and odd $k$ is flux $\pi$ modulo $2\pi$ when the amplitudes are positive. Three results hold for any finite number of sites: `triangle_im_of_gaugeReal` (necessity, no Hermiticity), `gaugeReal_of_hub` (the sufficient condition) and `gaugeReal_iff_of_connected_site` (the equivalence when `hc` says that `o` is bonded to every other site). `fluxRing_not_gaugeReal` states that `fluxRing` is Hermitian, has all triangle products real, and is not `GaugeReal`.

**How the proofs follow the hand steps.** `diagonal_unitary_iff` and `gauge_apply` are the paragraph on phases. In `triangle_gauge`, `ring` regroups the nine factors into the three bonds and three pairs $u_i\bar u_i$, which are then replaced by $1$. `triangle_im_of_gaugeReal` rewrites the triangle as that of the gauged matrix and expands the imaginary part, each term of which contains a vanishing imaginary part. `triangle_reverse` is the identity $T_{ikj} = \overline{T_{ijk}}$.

`exists_polar` supplies $z = rp$, with $p = z/\lVert z\rVert$ for $z \neq 0$. Its statement records only that $r$ is real, since the sign of $r$ is never used. In `gaugeReal_of_hub`, `key` gives each site a pair $(r_j, p_j)$, with phase $1$ at the hub, and `choose` collects them into functions `r` and `u`. The case splits on `i = j`, `i = o`, `j = o` and `H i j = 0` are the four kinds of entry. In the first three, `linear_combination` uses $u\bar u = 1$ multiplied by $H_{ii}$, $r_j$ or $r_i$. In the last, `T` is the factorisation $T_{oij} = r_ir_jH'_{ij}$, `hrr` is $r_ir_j \neq 0$, and `mul_eq_zero` finishes.

In `gaugeReal_fin_three_iff`, the facts `f0`, `f1`, `f2`, checked by `decide`, list the two ordered pairs away from each hub. The three broken-bond branches close by contradiction with a nonzero bond, and the last branch uses `triangle_reverse` for the pair $(2,1)$. In `gaugeReal_iff_flux`, `P` combines the exponentials and `Real.sin_eq_zero_iff` yields the integer $k$. In the ring example the Hermiticity and the 64 triangle products are checked entry by entry with `fin_cases`, and `P` is the invariance of the square product, whose imaginary part is $1$.

**Dropped hypotheses.** Without Hermiticity the $3\times3$ equivalence fails: $\operatorname{diag}(i, 0, 0)$ has product $0$ around the triangle, while the entry $i$ is unchanged by every diagonal unitary. Without `hc`, `gaugeReal_iff_of_connected_site` fails for `fluxRing` with hub $0$, which is not bonded to site $2$.

**What is not covered.** The matrices are finite, and the basis is fixed up to phases, so orbitals are never mixed. The file does not prove a general criterion over longer loops for a sparse matrix of arbitrary size; the ring shows only that triangles are insufficient. Reading the phase sum as a magnetic flux is an interpretation, as no vector potential appears in the file.

The link to time reversal is left unproved in the file. If $UHU^\dagger$ is real and $K$ is complex conjugation of components, then $\Theta = U^\dagger K U$ is antiunitary, commutes with $H$, maps each orbital to itself up to a phase, and has $\Theta^2 = +1$. This is the spinless case, not the case $\Theta^2 = -1$ in which Kramers degeneracy arises. A nonzero $\operatorname{Im}T_{012}$ rules out antiunitary symmetries of this site-preserving kind, because any such operator is $DK$ with $D$ diagonal and unitary, and $D = (U^\dagger)^2$ for some diagonal unitary $U$ puts it in the form $U^\dagger K U$. It does not rule out every antiunitary symmetry, since conjugation in an eigenbasis commutes with any Hermitian matrix.
